# A Langmuir–Hinshelwood rate with competitive adsorption is highest when the varied reactant covers half of the sites

In the simplest Langmuir–Hinshelwood model, two reactants adsorb without dissociating and then react one to one on the surface, and the rate at low pressure of one of them grows almost in proportion to that pressure. Anyone who extrapolates this trend can get even the sign of the response wrong: if both reactants compete for the same sites, raising one pressure beyond an optimum displaces so much of the other reactant that the reaction slows down. A measured rate alone also leaves the pressure ambiguous, since the same value can occur on both sides of the maximum.

Let A and B be the two reactants, with partial pressures p_A and p_B and adsorption constants K_A and K_B. The dimensionless reduced pressures are

x = K_A p_A, y = K_B p_B.

The pressure of B and the temperature are held fixed while x varies. All quantities are real numbers in the Lean code.

```lean
import Mathlib

open Filter Topology

namespace LangmuirHinshelwood

noncomputable section
```

## Coverages from the adsorption balances

Let v be the fraction of vacant sites, and let a and b be the fractions covered by A and B (θ_A and θ_B in most textbooks). Each molecule takes one site, all sites are alike, and adsorbed molecules do not interact. The candidate for the coverage of A is the Langmuir fraction

a = x/(1 + x + y).

In `coverage`, the first argument is the reduced pressure of the species itself and the second that of its competitor, so B has coverage `coverage y x`.

```lean
/-- Langmuir coverage of a species with reduced pressure `x` that competes for sites with a
species of reduced pressure `y`; the domain is `1 + x + y ≠ 0`. -/
def coverage (x y : ℝ) : ℝ := x / (1 + x + y)
```

The reaction consumes one adsorbed A and one adsorbed B. Its rate is taken to be

r = k a b,

where the constant k stands for the speed of the surface reaction between adsorbed neighbours, including the number of neighbouring sites.

```lean
/-- Langmuir-Hinshelwood rate: the rate constant `k` times the product of the coverages of the
two adsorbed reactants, on the domain `1 + x + y ≠ 0`. -/
def rate (k x y : ℝ) : ℝ := k * coverage x y * coverage y x
```

This product is a modelling assumption that the theorems below do not justify. With the Langmuir coverages inserted, it requires the adsorbates to be randomly mixed and the surface reaction to be slow enough to leave adsorption equilibrium undisturbed.

The coverages themselves follow from equilibrium. Equal rates of adsorption and desorption for each species, together with conservation of sites, give

a = x v, b = y v, v + a + b = 1.

Inserting the first two equations into the third gives

v (1 + x + y) = 1,

hence v = 1/(1 + x + y), a = x/(1 + x + y) and b = y/(1 + x + y). Conversely, these three fractions satisfy the balances. The theorem states this equivalence for x, y ≥ 0, which makes the denominator positive. In its proof, `hv` is the equation for v, obtained by subtracting the two balances from site conservation; multiplying it by x or y gives the coverages.

```lean
/-- For nonnegative reduced pressures, the two adsorption balances and conservation of sites
hold exactly when the vacant fraction `v` is `1 / (1 + x + y)` and the occupied fractions
`a` and `b` are the Langmuir coverages. -/
theorem adsorption_equilibrium_iff {x y : ℝ} (hx : 0 ≤ x) (hy : 0 ≤ y) (v a b : ℝ) :
    (a = x * v ∧ b = y * v ∧ v + a + b = 1) ↔
      (v = 1 / (1 + x + y) ∧ a = coverage x y ∧ b = coverage y x) := by
  have hD : 1 + x + y ≠ 0 := by positivity
  simp only [coverage]
  rw [show 1 + y + x = 1 + x + y by ring]
  constructor
  · rintro ⟨h1, h2, h3⟩
    -- site conservation fixes the vacant fraction
    have hv : v * (1 + x + y) = 1 := by linear_combination h3 - h1 - h2
    refine ⟨(eq_div_iff hD).2 hv, (eq_div_iff hD).2 ?_, (eq_div_iff hD).2 ?_⟩
    · linear_combination (1 + x + y) * h1 + x * hv
    · linear_combination (1 + x + y) * h2 + y * hv
  · rintro ⟨rfl, rfl, rfl⟩
    refine ⟨by ring, by ring, ?_⟩
    rw [← add_div, ← add_div, div_self hD]
```

## The rate as a function of pressure

Multiplying the two coverages gives

r(x) = k x y/(1 + x + y)².

The proof gives the two denominators the same order of terms and then treats their common value as a single symbol `D`. The identity carries no sign condition because Lean sets division by zero to zero; physically it is meant for x, y ≥ 0.

```lean
/-- The rate in closed form, as a function of the two reduced pressures. -/
theorem rate_eq (k x y : ℝ) : rate k x y = k * x * y / (1 + x + y) ^ 2 := by
  unfold rate coverage
  rw [show 1 + y + x = 1 + x + y by ring]
  generalize 1 + x + y = D
  ring
```

From here on, a and b denote two reduced pressures of A, no longer coverages. Write s = 1 + y. Over a common denominator, the difference r(b) − r(a) has the numerator k y times

b (s + a)² − a (s + b)²
= b s² + a² b − a s² − a b²
= (b − a)(s² − a b),

where the terms 2 a b s have cancelled. Therefore

r(b) − r(a) = k y (b − a)(s² − a b)/((s + a)² (s + b)²).

For b > a and k, y > 0, the sign depends only on whether a b lies below or above s². The Lean proof checks that the denominators are nonzero, cross-multiplies, and leaves the polynomial identity to `ring`.

```lean
/-- The change of the rate between two nonnegative reduced pressures `a` and `b` of the first
reactant, at fixed nonnegative `y`, in factored form. -/
theorem rate_sub_rate (k : ℝ) {a b y : ℝ} (ha : 0 ≤ a) (hb : 0 ≤ b) (hy : 0 ≤ y) :
    rate k b y - rate k a y =
      k * y * (b - a) * ((1 + y) ^ 2 - a * b) / ((1 + a + y) ^ 2 * (1 + b + y) ^ 2) := by
  have h1 : (1 + a + y) ^ 2 ≠ 0 := by positivity
  have h2 : (1 + b + y) ^ 2 ≠ 0 := by positivity
  rw [rate_eq, rate_eq, div_sub_div _ _ h2 h1,
    div_eq_div_iff (mul_ne_zero h2 h1) (mul_ne_zero h1 h2)]
  ring
```

The height of the maximum comes from completing a square:

k y/(4 s) − k x y/(s + x)²
= k y ((s + x)² − 4 s x)/(4 s (s + x)²)
= k y (s − x)²/(4 s (s + x)²).

The shortfall from k y/(4 s) is thus a square times a factor that is positive for k, y > 0. The next theorem is this identity, again proved by clearing denominators.

```lean
/-- For nonnegative reduced pressures, the rate is `k y / (4 (1 + y))` minus a term equal to
`(1 + y - x)²` times `k y / (4 (1 + y) (1 + x + y)²)`. -/
theorem rate_eq_max_sub (k : ℝ) {x y : ℝ} (hx : 0 ≤ x) (hy : 0 ≤ y) :
    rate k x y = k * y / (4 * (1 + y)) -
      k * y * (1 + y - x) ^ 2 / (4 * (1 + y) * (1 + x + y) ^ 2) := by
  have h1 : (1 + x + y) ^ 2 ≠ 0 := by positivity
  have h2 : 4 * (1 + y) ≠ 0 := by positivity
  have h3 : 4 * (1 + y) * (1 + x + y) ^ 2 ≠ 0 := mul_ne_zero h2 h1
  rw [rate_eq, div_sub_div _ _ h2 h3, div_eq_div_iff h1 (mul_ne_zero h2 h3)]
  ring
```

## Rise, maximum and decay

Now let k > 0 and y > 0. Five statements follow.

On the rising side, 0 ≤ a < b ≤ s. Then

a b ≤ a s < s²,

so r(b) > r(a).

On the falling side, s ≤ a < b. Then

s² ≤ a s ≤ a² < a b,

so r(b) < r(a).

At x = s the square vanishes, and

r(s) = k y/(4(1 + y)).

At every other x ≥ 0 the square is positive, so the rate is strictly smaller.

For large x, the inequality x² ≤ (1 + x + y)² gives

0 ≤ r(x) ≤ k y/x for x > 0,

and the upper bound tends to zero.

The theorem joins these statements in the same order. `StrictMonoOn` on `Set.Icc 0 (1 + y)` means strict increase on the closed interval from 0 to 1 + y, and `StrictAntiOn` on `Set.Ici (1 + y)` means strict decrease from 1 + y onwards, with the optimum included in both sets. The last part, with `Tendsto` and `atTop`, is the limit x → ∞. The name `rate_volcano` refers to the shape of the curve against pressure; in catalysis, a volcano plot usually shows activity against a binding energy.

In the first two parts of the proof, `hp` is the comparison of a b with s², for which `nlinarith` receives the inequalities of the chains above. The factored difference then supplies the sign. The third and fourth parts use the completed square, and the fifth squeezes the rate between 0 and k y/x.

```lean
/-- For `k, y > 0` the Langmuir-Hinshelwood rate increases strictly with the reduced pressure
`x` on `[0, 1 + y]` and decreases strictly from `1 + y` on. Its value at `1 + y` is
`k y / (4 (1 + y))`, it is smaller at every other `x ≥ 0`, and it tends to zero as `x` grows. -/
theorem rate_volcano {k y : ℝ} (hk : 0 < k) (hy : 0 < y) :
    StrictMonoOn (fun x => rate k x y) (Set.Icc 0 (1 + y)) ∧
    StrictAntiOn (fun x => rate k x y) (Set.Ici (1 + y)) ∧
    rate k (1 + y) y = k * y / (4 * (1 + y)) ∧
    (∀ x, 0 ≤ x → x ≠ 1 + y → rate k x y < k * y / (4 * (1 + y))) ∧
    Tendsto (fun x => rate k x y) atTop (𝓝 0) := by
  have hky : 0 < k * y := mul_pos hk hy
  have hs : 0 < 1 + y := by positivity
  refine ⟨?_, ?_, ?_, ?_, ?_⟩
  · -- below the optimum the product of two pressures is less than (1 + y)²
    intro a ha b hb hab
    have ha0 : 0 ≤ a := ha.1
    have hb0 : 0 ≤ b := hb.1
    have hb1 : b ≤ 1 + y := hb.2
    have hp : a * b < (1 + y) ^ 2 := by
      nlinarith [mul_le_mul_of_nonneg_left hb1 ha0,
        mul_pos (sub_pos.2 (lt_of_lt_of_le hab hb1)) hs]
    have hpos : 0 < rate k b y - rate k a y := by
      rw [rate_sub_rate k ha0 hb0 hy.le]
      exact div_pos (mul_pos (mul_pos hky (sub_pos.2 hab)) (sub_pos.2 hp)) (by positivity)
    exact sub_pos.1 hpos
  · -- beyond the optimum the product exceeds (1 + y)²
    intro a ha b _ hab
    have ha1 : 1 + y ≤ a := ha
    have ha0 : 0 ≤ a := hs.le.trans ha1
    have hb0 : 0 ≤ b := ha0.trans hab.le
    have hp : (1 + y) ^ 2 < a * b := by
      nlinarith [mul_le_mul_of_nonneg_left ha1 hs.le, mul_le_mul_of_nonneg_left ha1 ha0,
        mul_pos (lt_of_lt_of_le hs ha1) (sub_pos.2 hab)]
    have hneg : rate k b y - rate k a y < 0 := by
      rw [rate_sub_rate k ha0 hb0 hy.le]
      exact div_neg_of_neg_of_pos
        (mul_neg_of_pos_of_neg (mul_pos hky (sub_pos.2 hab)) (sub_neg.2 hp)) (by positivity)
    exact sub_neg.1 hneg
  · rw [rate_eq_max_sub k hs.le hy.le]
    ring
  · -- away from the optimum the subtracted square is positive
    intro x hx hne
    have hsq : 0 < (1 + y - x) ^ 2 :=
      lt_of_le_of_ne (sq_nonneg _) (Ne.symm (pow_ne_zero 2 (sub_ne_zero.2 (Ne.symm hne))))
    rw [rate_eq_max_sub k hx hy.le]
    exact sub_lt_self _ (div_pos (mul_pos hky hsq) (by positivity))
  · -- the rate lies between 0 and k y / x
    have hlim : Tendsto (fun x : ℝ => k * y / x) atTop (𝓝 0) :=
      tendsto_const_nhds.div_atTop tendsto_id
    refine squeeze_zero' ?_ ?_ hlim
    · filter_upwards [eventually_gt_atTop (0 : ℝ)] with x hx
      rw [rate_eq]
      positivity
    · filter_upwards [eventually_gt_atTop (0 : ℝ)] with x hx
      have hxx : x * x ≤ (1 + x + y) ^ 2 := by nlinarith [mul_pos hx hs, mul_pos hs hs]
      rw [rate_eq, div_le_div_iff₀ (by positivity) hx]
      nlinarith [mul_le_mul_of_nonneg_left hxx hky.le]
```

The condition y > 0 cannot be weakened to y ≥ 0. For k = 1 and y = 0 there is no B on the surface, and the rate is 0 at both x = 0 and x = 1, so it does not increase strictly on [0, 1].

## Two pressures with one rate

The factored difference also settles when a rate determines the pressure. For k, y > 0 and a, b ≥ 0, it vanishes exactly when one of its two variable factors does:

r(a) = r(b) if and only if a = b or a b = (1 + y)².

A positive pressure a other than the optimum therefore shares its rate with one different pressure, (1 + y)²/a, on the other side of the maximum. Zero pressure has no such partner. In the proof, equal rates make the left side of the difference formula zero; since the denominator is nonzero, one factor of the numerator must vanish. For the converse, a = b is substituted directly, and a b = (1 + y)² is inserted into the same formula.

```lean
/-- For `k, y > 0`, two nonnegative reduced pressures `a` and `b` of the first reactant give the
same rate exactly when they are equal or their product is `(1 + y)²`. -/
theorem rate_eq_rate_iff {k a b y : ℝ} (hk : 0 < k) (hy : 0 < y) (ha : 0 ≤ a) (hb : 0 ≤ b) :
    rate k a y = rate k b y ↔ a = b ∨ a * b = (1 + y) ^ 2 := by
  have d := rate_sub_rate k ha hb hy.le
  have hD : (1 + a + y) ^ 2 * (1 + b + y) ^ 2 ≠ 0 := by positivity
  constructor
  · intro h
    rw [h, sub_self] at d
    have hN := (div_eq_zero_iff.1 d.symm).resolve_right hD
    rcases mul_eq_zero.1 hN with h1 | h1
    · have h2 := (mul_eq_zero.1 h1).resolve_left (mul_pos hk hy).ne'
      left
      linarith
    · right
      linarith
  · rintro (h | h)
    · rw [h]
    · rw [h, sub_self, mul_zero, zero_div] at d
      linarith
```

## Half coverage at the optimum

The location of the maximum has a direct reading in terms of sites. For x, y ≥ 0,

x/(1 + x + y) = 1/2
⇔ 2 x = 1 + x + y
⇔ x = 1 + y.

So, for k, y > 0, A covers half of the sites exactly at the optimal pressure. The other half is shared by B, with coverage y/(2(1 + y)), and vacant sites, with fraction 1/(2(1 + y)). The Lean proof clears the denominators and solves the linear equation in both directions.

```lean
/-- For nonnegative reduced pressures, the first reactant covers half of the sites exactly when
`x = 1 + y`. -/
theorem coverage_eq_half_iff {x y : ℝ} (hx : 0 ≤ x) (hy : 0 ≤ y) :
    coverage x y = 1 / 2 ↔ x = 1 + y := by
  have hD : 1 + x + y ≠ 0 := by positivity
  unfold coverage
  rw [div_eq_div_iff hD two_ne_zero]
  constructor <;> intro h <;> linarith

end

end LangmuirHinshelwood
```

```lean
#print axioms LangmuirHinshelwood.adsorption_equilibrium_iff
#print axioms LangmuirHinshelwood.rate_volcano
#print axioms LangmuirHinshelwood.rate_eq_rate_iff
#print axioms LangmuirHinshelwood.coverage_eq_half_iff
```

```
'LangmuirHinshelwood.adsorption_equilibrium_iff' depends on axioms: [propext, Classical.choice, Quot.sound]
'LangmuirHinshelwood.rate_volcano' depends on axioms: [propext, Classical.choice, Quot.sound]
'LangmuirHinshelwood.rate_eq_rate_iff' depends on axioms: [propext, Classical.choice, Quot.sound]
'LangmuirHinshelwood.coverage_eq_half_iff' depends on axioms: [propext, Classical.choice, Quot.sound]
```

For a mean-field microkinetic simulation of this mechanism, with non-interacting adsorbates and a slow, irreversible surface reaction whose products desorb at once, the curve gives a reference for the steady-state rate at fixed pressures. If the adsorption constants come from electronic-structure calculations, the same restricted model turns them into an optimal pressure of A,

p_A = (1 + K_B p_B)/K_A.

Dissociative adsorption, products that block sites and unequal sites change the balances, and the optimum then has to be derived anew.
